# The Entropy of the Half-Filled Repulsive Hubbard Atom Falls Strictly from log 4 towards log 2 on Cooling

One way to compute an entropy is to start at infinite temperature and integrate over the inverse temperature β. At fixed chemical potential μ, and in units of Boltzmann's constant, S(β) = S(0) + βE(β) − ∫₀^β E(β′) dβ′, where E is the mean of the energy minus μ times the electron number. The starting constant S(0) has to be supplied separately. For a single Hubbard site without hopping it is log 4. If the site is also repulsive and half filled, the integrated curve has to fall at every step and level off at log 2. The upper end is put in by hand, but the lower end and the shape in between test a simulation code that is run with the hopping set to zero and reports the entropy per site.

## From four occupation states to the entropy curve

The Hubbard atom is one orbital that holds at most one electron of each spin. Its states are labelled by the occupation numbers n↑ and n↓, each 0 or 1. Two electrons on the site repel with energy U > 0. Energies are measured from the orbital energy, and the chemical potential is set to U/2. The grand-canonical energy is then

K(n↑, n↓) = U n↑n↓ − (U/2)(n↑ + n↓).

The empty state has K = 0, the doubly occupied state has K = U − U = 0, and each of the two singly occupied states has K = −U/2.

Let β be the inverse temperature and a = βU/2. The Boltzmann weights exp(−βK) are 1 for the empty and the doubly occupied state and eᵃ for each singly occupied state. Their sum is

Z = 2 + 2eᵃ,

and the probabilities are p₀ = 1/Z for the empty and the doubly occupied state, and p₁ = eᵃ/Z for each singly occupied one. The mean electron number is

2 · p₀ + 1 · p₁ + 1 · p₁ = (2 + 2eᵃ)/Z = 1,

so this chemical potential keeps the atom half filled at every temperature.

For the entropy S = −∑ p log p we need −log p₀ = log Z and −log p₁ = log Z − a. The probabilities add up to 1, which leaves

S = log Z − 2p₁a = log(2 + 2eᵃ) − a eᵃ/(1 + eᵃ).

At β = 0 we have a = 0 and S = log 4: all four states are equally likely.

For the slope, differentiate first in a. The logarithm gives eᵃ/(1 + eᵃ). Since eᵃ/(1 + eᵃ) has the derivative eᵃ/(1 + eᵃ)², the product rule gives

dS/da = eᵃ/(1 + eᵃ) − eᵃ/(1 + eᵃ) − a eᵃ/(1 + eᵃ)² = −a eᵃ/(1 + eᵃ)².

With da/dβ = U/2 this becomes

dS/dβ = −β (U/2)² eᵃ/(1 + eᵃ)².

The slope is zero at β = 0 and negative for every β > 0. Because S is continuous, it decreases strictly on the whole half-line β ≥ 0, with the endpoint included.

As β → ∞, both terms of S grow like a, so their difference has to be rearranged before taking the limit. We use

log(2 + 2eᵃ) = a + log(2 + 2e⁻ᵃ),

a − a eᵃ/(1 + eᵃ) = a/(1 + eᵃ) = a e⁻ᵃ/(1 + e⁻ᵃ),

and obtain

S = log(2 + 2e⁻ᵃ) + a e⁻ᵃ/(1 + e⁻ᵃ).

This is the original formula with a replaced by −a, so S does not change under U → −U. Both e⁻ᵃ and a e⁻ᵃ vanish as a → ∞, and S → log 2.

The mean squared spin imbalance shows which states carry the remaining entropy. Only the singly occupied states contribute to it:

⟨(n↑ − n↓)²⟩ = 2p₁ = 1/(1 + e⁻ᵃ) → 1.

At low temperature the atom almost surely holds exactly one electron, whose spin is up or down with equal probability. This is a free local moment, and its two orientations account for log 2.

## The atom as a distribution over pairs of Booleans

In Lean 4 with Mathlib:

```lean
import Mathlib

open Filter Topology

namespace HubbardAtomEntropy

noncomputable section
```

A spin orbital is a Boolean, `true` when filled, and `occ` turns it into the number 1 or 0.

```lean
/-- The occupation number, 1 or 0, of a spin orbital that is filled or empty. -/
def occ : Bool → ℝ
  | true => 1
  | false => 0
```

A state is a pair `s : Bool × Bool`, with `s.1` for spin up and `s.2` for spin down. The function `energy` is K, so the chemical potential U/2 is built into it.

```lean
/-- The energy `U n↑ n↓ - (U/2)(n↑ + n↓)` of an occupation state `(n↑, n↓)` of the Hubbard atom
with chemical potential `U/2`, measured from the orbital energy. -/
def energy (U : ℝ) (s : Bool × Bool) : ℝ :=
  U * occ s.1 * occ s.2 - U / 2 * (occ s.1 + occ s.2)
```

The partition function, the probabilities and the entropy follow their textbook definitions. The logarithm is natural and Boltzmann's constant is 1. The closed formula for S is therefore something to prove and not part of the definition.

```lean
/-- The grand partition function, the sum of the Boltzmann weights of the four states. -/
def partitionFn (β U : ℝ) : ℝ := ∑ s : Bool × Bool, Real.exp (-β * energy U s)

/-- The Gibbs probability of an occupation state at inverse temperature `β`. -/
def gibbs (β U : ℝ) (s : Bool × Bool) : ℝ :=
  Real.exp (-β * energy U s) / partitionFn β U

/-- The entropy `-∑ p log p` of the Gibbs distribution, in units of Boltzmann's constant. -/
def entropy (β U : ℝ) : ℝ := -∑ s : Bool × Bool, gibbs β U s * Real.log (gibbs β U s)
```

The Hamiltonian of the isolated atom is diagonal in the occupation numbers, so this sum over four probabilities is also the von Neumann entropy of its thermal state. The file starts from the four energies and does not construct Fock space or operators.

## Energies, weights and half filling

The first lemma writes a sum over states as four explicit terms. The next two give the energies: `(b, b)` covers the empty and the doubly occupied state, and `(b, !b)` covers the two singly occupied ones.

```lean
private lemma sum_config (f : Bool × Bool → ℝ) :
    ∑ s, f s = f (true, true) + f (true, false) + f (false, true) + f (false, false) := by
  simp only [Fintype.sum_prod_type, Fintype.sum_bool]
  ring

private lemma energy_even (U : ℝ) (b : Bool) : energy U (b, b) = 0 := by
  cases b <;> simp only [energy, occ] <;> ring

private lemma energy_odd (U : ℝ) (b : Bool) : energy U (b, !b) = -(U / 2) := by
  cases b <;> simp only [energy, occ, Bool.not_true, Bool.not_false] <;> ring
```

Inserting these energies gives Z = 2 + 2eᵃ, and division by Z gives p₀ and p₁.

```lean
/-- The partition function of the half-filled atom is `2 + 2 exp(βU/2)`. -/
theorem partitionFn_eq (β U : ℝ) : partitionFn β U = 2 + 2 * Real.exp (β * U / 2) := by
  rw [partitionFn, sum_config, energy_even U true, energy_even U false,
    show energy U (true, false) = -(U / 2) from energy_odd U true,
    show energy U (false, true) = -(U / 2) from energy_odd U false,
    mul_zero, Real.exp_zero, show -β * -(U / 2) = β * U / 2 by ring]
  ring

private lemma gibbs_even (β U : ℝ) (b : Bool) :
    gibbs β U (b, b) = 1 / (2 + 2 * Real.exp (β * U / 2)) := by
  rw [gibbs, partitionFn_eq, energy_even, mul_zero, Real.exp_zero]

private lemma gibbs_odd (β U : ℝ) (b : Bool) :
    gibbs β U (b, !b) = Real.exp (β * U / 2) / (2 + 2 * Real.exp (β * U / 2)) := by
  rw [gibbs, partitionFn_eq, energy_odd, show -β * -(U / 2) = β * U / 2 by ring]
```

The mean electron number is then Z/Z = 1. The theorem holds for all real β and U.

```lean
/-- With chemical potential `U/2` the atom holds one electron on average at every temperature. -/
theorem half_filling (β U : ℝ) :
    ∑ s : Bool × Bool, gibbs β U s * (occ s.1 + occ s.2) = 1 := by
  rw [sum_config, gibbs_even β U true, gibbs_even β U false,
    show gibbs β U (true, false) = _ from gibbs_odd β U true,
    show gibbs β U (false, true) = _ from gibbs_odd β U false]
  simp only [occ]
  have hE := Real.exp_pos (β * U / 2)
  have hZ : 2 + 2 * Real.exp (β * U / 2) ≠ 0 := by positivity
  refine Eq.trans ?_ (div_self hZ)
  ring
```

## The closed formula and its symmetry in U

The proof of `entropy_eq` splits the logarithm of each probability into a difference, as was done above for −log p₀ and −log p₁. It then treats log Z and eᵃ as plain symbols `L` and `E`, and what remains is an identity between fractions.

```lean
/-- The entropy of the half-filled atom is `log(2 + 2eᵃ) - a eᵃ/(1 + eᵃ)` with `a = βU/2`. -/
theorem entropy_eq (β U : ℝ) :
    entropy β U = Real.log (2 + 2 * Real.exp (β * U / 2))
      - β * U / 2 * Real.exp (β * U / 2) / (1 + Real.exp (β * U / 2)) := by
  rw [entropy, sum_config, gibbs_even β U true, gibbs_even β U false,
    show gibbs β U (true, false) = _ from gibbs_odd β U true,
    show gibbs β U (false, true) = _ from gibbs_odd β U false]
  generalize β * U / 2 = a
  have hE := Real.exp_pos a
  have hZ : 2 + 2 * Real.exp a ≠ 0 := by positivity
  -- the logarithm of a probability is minus the reduced energy minus `log Z`
  rw [Real.log_div one_ne_zero hZ, Real.log_div hE.ne' hZ, Real.log_one, Real.log_exp]
  generalize Real.log (2 + 2 * Real.exp a) = L
  generalize Real.exp a = E at *
  have h1 : 1 + E ≠ 0 := by positivity
  rw [show 2 + 2 * E = 2 * (1 + E) by ring]
  field_simp
  ring
```

Under U → −U the chemical potential U/2 changes sign as well, so the theorem compares two half-filled atoms and not two atoms at the same chemical potential. Its proof uses the rearrangement that prepared the low-temperature limit. In the proof, `hq` pulls the factor e⁻ᵃ out of the partition function, `h2` rewrites the second term of the reflected formula, and `h3` is the identity a eᵃ/(1 + eᵃ) + a/(1 + eᵃ) = a.

```lean
/-- The entropy is the same for repulsion `U` and for attraction `-U`. -/
theorem entropy_neg (β U : ℝ) : entropy β (-U) = entropy β U := by
  rw [entropy_eq, entropy_eq, show β * (-U) / 2 = -(β * U / 2) by ring]
  generalize β * U / 2 = a
  rw [Real.exp_neg]
  have hE := Real.exp_pos a
  have hZ : 2 + 2 * Real.exp a ≠ 0 := by positivity
  have h1 : 1 + Real.exp a ≠ 0 := by positivity
  have h1' : 1 + (Real.exp a)⁻¹ ≠ 0 := by positivity
  have hinv := inv_mul_cancel₀ hE.ne'
  have hq : 2 + 2 * (Real.exp a)⁻¹ = (2 + 2 * Real.exp a) / Real.exp a := by
    rw [eq_div_iff hE.ne', add_mul, mul_assoc, hinv]
    ring
  have h2 : -a * (Real.exp a)⁻¹ / (1 + (Real.exp a)⁻¹) = -a / (1 + Real.exp a) := by
    rw [div_eq_div_iff h1' h1]
    linear_combination (-a) * hinv
  have h3 : a * Real.exp a / (1 + Real.exp a) + a / (1 + Real.exp a) = a := by
    rw [← add_div, div_eq_iff h1]
    ring
  rw [h2, hq, Real.log_div hZ hE.ne', Real.log_exp]
  linear_combination h3
```

## The slope in β

`HasDerivAt` says that the entropy, as a function of inverse temperature at fixed U, is differentiable at β with the stated slope. The derivative is assembled from the rules for the exponential, the logarithm, products and quotients. The auxiliary statement `key` shows that this raw expression equals the compact one; here the two terms eᵃ/(1 + eᵃ) cancel.

```lean
/-- The slope of the entropy in the inverse temperature is `-β (U/2)² eᵃ/(1 + eᵃ)²` with
`a = βU/2`. -/
theorem hasDerivAt_entropy (β U : ℝ) :
    HasDerivAt (fun b => entropy b U)
      (-(β * (U / 2) ^ 2 * Real.exp (β * U / 2) / (1 + Real.exp (β * U / 2)) ^ 2)) β := by
  have key : ∀ E : ℝ, 0 < E →
      2 * (E * (U / 2)) / (2 + 2 * E)
        - ((U / 2 * E + β * U / 2 * (E * (U / 2))) * (1 + E)
          - β * U / 2 * E * (E * (U / 2))) / (1 + E) ^ 2
      = -(β * (U / 2) ^ 2 * E / (1 + E) ^ 2) := by
    intro E hE
    have h1 : 1 + E ≠ 0 := by positivity
    rw [show 2 + 2 * E = 2 * (1 + E) by ring]
    field_simp
    ring
  have hE := Real.exp_pos (β * U / 2)
  have ha : HasDerivAt (fun b : ℝ => b * U / 2) (U / 2) β :=
    (((hasDerivAt_id' β).mul_const U).div_const 2).congr_deriv (by ring)
  have he := ha.exp
  have hlog := ((he.const_mul 2).const_add 2).log (by positivity)
  have hquot := (ha.fun_mul he).fun_div (he.const_add 1) (by positivity)
  rw [show (fun b => entropy b U) = _ from funext fun b => entropy_eq b U]
  exact (hlog.fun_sub hquot).congr_deriv (key _ hE)
```

## The local moment and the full entropy curve

From here on the repulsion is assumed, as `hU : 0 < U`. It makes a = βU/2 grow without bound as β does, which is the statement `ha` in the next proof. The limit is taken in the form 1/(1 + e⁻ᵃ), which is then identified with the thermal average.

```lean
/-- For `U > 0` the mean squared spin imbalance `⟨(n↑ - n↓)²⟩` tends to 1 as the temperature
goes to zero. -/
theorem local_moment_tendsto {U : ℝ} (hU : 0 < U) :
    Tendsto (fun β => ∑ s : Bool × Bool, gibbs β U s * (occ s.1 - occ s.2) ^ 2)
      atTop (𝓝 1) := by
  have ha : Tendsto (fun β : ℝ => β * U / 2) atTop atTop :=
    (tendsto_id.atTop_mul_const hU).atTop_div_const two_pos
  have hlim : Tendsto (fun β : ℝ => 1 / (1 + Real.exp (-(β * U / 2)))) atTop
      (𝓝 (1 / (1 + 0))) :=
    tendsto_const_nhds.div
      (tendsto_const_nhds.add (Real.tendsto_exp_neg_atTop_nhds_zero.comp ha)) (by norm_num)
  rw [add_zero, div_one] at hlim
  refine hlim.congr fun β => ?_
  rw [sum_config, gibbs_even β U true, gibbs_even β U false,
    show gibbs β U (true, false) = _ from gibbs_odd β U true,
    show gibbs β U (false, true) = _ from gibbs_odd β U false]
  simp only [occ]
  generalize β * U / 2 = a
  have hE := Real.exp_pos a
  have hF := Real.exp_pos (-a)
  have h : Real.exp (-a) * Real.exp a = 1 := by
    rw [← Real.exp_add, neg_add_cancel, Real.exp_zero]
  have h2 : 1 / (1 + Real.exp (-a)) = 2 * Real.exp a / (2 + 2 * Real.exp a) := by
    rw [div_eq_div_iff (by positivity) (by positivity)]
    linear_combination (-2) * h
  rw [h2]
  ring
```

The final theorem joins three statements for each U > 0. The entropy at β = 0 is log 4. The function β ↦ S is strictly decreasing on `Set.Ici 0`, the set of all β ≥ 0. And S tends to log 2 as β → ∞.

The first part evaluates the closed formula. The second applies the criterion that a continuous function with negative derivative in the interior of an interval is strictly decreasing on all of it; this is how the endpoint β = 0 is included although the slope vanishes there. The third takes the limit of the reflected formula and uses `entropy_neg` to carry it back to the repulsive atom.

```lean
/-- For `U > 0` the entropy of the half-filled Hubbard atom is `log 4` at `β = 0`, decreases
strictly with `β ≥ 0`, and tends to `log 2` as `β` goes to infinity. -/
theorem entropy_log_four_to_log_two {U : ℝ} (hU : 0 < U) :
    entropy 0 U = Real.log 4 ∧
    StrictAntiOn (fun β => entropy β U) (Set.Ici 0) ∧
    Tendsto (fun β => entropy β U) atTop (𝓝 (Real.log 2)) := by
  refine ⟨?_, ?_, ?_⟩
  · rw [entropy_eq]
    norm_num
  · -- the slope is negative at every positive `β`
    refine strictAntiOn_of_deriv_neg (convex_Ici 0)
      (fun β _ => (hasDerivAt_entropy β U).continuousAt.continuousWithinAt) fun β hβ => ?_
    rw [interior_Ici] at hβ
    have hβ' : 0 < β := hβ
    rw [(hasDerivAt_entropy β U).deriv]
    exact neg_neg_of_pos (by positivity)
  · -- the formula for `-U` contains only decaying exponentials
    have hx := Real.tendsto_exp_neg_atTop_nhds_zero
    have hm := Real.tendsto_pow_mul_exp_neg_atTop_nhds_zero 1
    have hlim : Tendsto (fun t : ℝ => Real.log (2 + 2 * Real.exp (-t))
        + t ^ 1 * Real.exp (-t) / (1 + Real.exp (-t))) atTop
        (𝓝 (Real.log (2 + 2 * 0) + 0 / (1 + 0))) :=
      ((tendsto_const_nhds.add (hx.const_mul 2)).log (by norm_num)).add
        (hm.div (tendsto_const_nhds.add hx) (by norm_num))
    rw [mul_zero, add_zero, zero_div, add_zero] at hlim
    have ha : Tendsto (fun β : ℝ => β * U / 2) atTop atTop :=
      (tendsto_id.atTop_mul_const hU).atTop_div_const two_pos
    refine (hlim.comp ha).congr fun β => ?_
    rw [← entropy_neg, entropy_eq, show β * (-U) / 2 = -(β * U / 2) by ring,
      Function.comp_apply]
    ring

end

end HubbardAtomEntropy
```

```lean
#print axioms HubbardAtomEntropy.half_filling
-- 'HubbardAtomEntropy.half_filling' depends on axioms: [propext, Classical.choice, Quot.sound]
#print axioms HubbardAtomEntropy.local_moment_tendsto
-- 'HubbardAtomEntropy.local_moment_tendsto' depends on axioms: [propext, Classical.choice, Quot.sound]
#print axioms HubbardAtomEntropy.entropy_log_four_to_log_two
-- 'HubbardAtomEntropy.entropy_log_four_to_log_two' depends on axioms: [propext, Classical.choice, Quot.sound]
```

The theorem describes one isolated site in zero magnetic field, with the chemical potential held at U/2. In a lattice with hopping, neighbouring moments are coupled by exchange, and the entropy per site can drop below log 2.

## The attractive atom

The same argument settles the case U < 0. Since S is even in U, the entropy of the half-filled attractive atom also starts at log 4, decreases strictly and tends to log 2. The surviving states are different, however. Now a → −∞ as β → ∞, so 2p₁ = eᵃ/(1 + eᵃ) tends to 0 and the spin imbalance disappears. The remaining log 2 belongs to the choice between an empty and a doubly occupied site, a charge doublet in place of the spin doublet. The file supplies the symmetry that this needs and leaves the corollary to the reader.
